# Radau vectors give three particles a kinetic operator without cross terms

Take two particles on a line, with masses $m_0,m_1$ and positions $x_0,x_1$. Let $r=x_1-x_0$ be their separation and $R=(m_0x_0+m_1x_1)/(m_0+m_1)$ their mass centre. The chain rule gives

$$\partial_{x_0}=-\partial_r+\tfrac{m_0}{m_0+m_1}\partial_R,\qquad \partial_{x_1}=\partial_r+\tfrac{m_1}{m_0+m_1}\partial_R .$$

In $\frac1{m_0}\partial_{x_0}^2+\frac1{m_1}\partial_{x_1}^2$ the two contributions to $\partial_r\partial_R$ cancel. With $q=x_0$ in place of $R$ as the second coordinate, a cross term $-\frac{2}{m_0}\partial_r\partial_q$ survives, where $\partial_q$ is taken at fixed $r$. The coefficients and masses alone decide which cross terms appear.

## The matrix G for any linear change of vectors

For $N$ particles in space, let $y_k=\sum_i B_{ki}x_i$ and $\psi(x)=\varphi(y)$, with $\varphi$ twice continuously differentiable. Then $\nabla_{x_i}\psi=\sum_k B_{ki}\nabla_k\varphi$, where $\nabla_k$ differentiates with respect to $y_k$. Applying this twice, with $\hbar=1$,

$$-\frac12\sum_i\frac{1}{m_i}\nabla_{x_i}^2\psi=-\frac12\sum_{k,l}G_{kl}\,\nabla_k\cdot\nabla_l\varphi,\qquad G_{kl}=\sum_i\frac{B_{ki}B_{li}}{m_i}.$$

So $G=B\,\mathrm{diag}(1/m)\,B^T$, and its entries are products of rows, $\langle u,v\rangle=\sum_i u_iv_i/m_i$.

## Three frames for a triatomic molecule

Let atom 1 be the central one, and write $s=m_0+m_2$ and $M=m_0+m_1+m_2$. The last row of $B$ is the mass centre, $w_i=m_i/M$. For an internal vector $u$ the coefficients sum to zero, so $\langle u,w\rangle=\sum_i u_i/M=0$; also $\langle w,w\rangle=1/M$. Only the internal block remains.

**Jacobi.** Let $D=(m_0x_0+m_2x_2)/s$. The vectors $x_2-x_0$ and $x_1-D$ have cross term $1/s-1/s=0$ and diagonal entries $1/m_0+1/m_2$ and $1/m_1+1/s$.

**Valence.** The vectors $x_0-x_1$ and $x_2-x_1$ share only atom 1, so the cross term is $(-1)(-1)/m_1=1/m_1$. The diagonal entries are $1/m_0+1/m_1$ and $1/m_2+1/m_1$.

**Radau.** Measure the end atoms from a pivot $P=D+a(x_1-D)$ with real $a$. Its coefficient row is $p=\big((1-a)m_0/s,\;a,\;(1-a)m_2/s\big)$. With $e_i$ the row of atom $i$,

$$\langle e_0,p\rangle=\langle e_2,p\rangle=\frac{1-a}{s},\qquad \langle p,p\rangle=\frac{(1-a)^2}{s}+\frac{a^2}{m_1}.$$

Therefore

$$\langle e_0-p,\,e_2-p\rangle=-\frac{2(1-a)}{s}+\frac{(1-a)^2}{s}+\frac{a^2}{m_1}=\frac{a^2}{m_1}-\frac{1-a^2}{s}=:c(a).$$

The diagonal entries are $1/m_0+c(a)$ and $1/m_2+c(a)$, by the same sum. Since $1/m_1+1/s=M/(m_1s)$,

$$c(a)=\frac{M}{m_1 s}\Big(a^2-\frac{m_1}{M}\Big),$$

which vanishes exactly when $a^2=m_1/M$. The positive root defines the Radau vectors, for which $G=\mathrm{diag}(1/m_0,1/m_2,1/M)$.

## Coordinates and operators in Lean

```lean
import Mathlib

open Matrix

namespace ThreeBodyFrames

noncomputable section
```

The matrix $G$ is defined as the product; the sum over atoms is recovered below.

```lean
/-- The matrix `G = B diag(1/m) Bᵀ` of a linear change of coordinates `B`, for nonzero masses. -/
def gMatrix {N : ℕ} (m : Fin N → ℝ) (B : Matrix (Fin N) (Fin N) ℝ) :
    Matrix (Fin N) (Fin N) ℝ :=
  B * Matrix.diagonal (fun i => 1 / m i) * Bᵀ
```

A configuration is a function `Fin N → Fin 3 → ℝ`: particle first, Cartesian component second. The same matrix $B$ acts on each component.

```lean
/-- The new vectors `∑ i, B k i x_i` formed from the positions `x_i` in space. -/
def newCoords {N : ℕ} (B : Matrix (Fin N) (Fin N) ℝ) (x : Fin N → Fin 3 → ℝ) :
    Fin N → Fin 3 → ℝ :=
  fun k c => ∑ i, B k i * x i c
```

Wavefunctions are complex-valued and spinless. A partial derivative is the Fréchet derivative applied to a unit displacement of one component of one vector.

```lean
/-- The partial derivative along Cartesian component `c` of vector `i`, for differentiable `f`. -/
def partialD {N : ℕ} (i : Fin N) (c : Fin 3) (f : (Fin N → Fin 3 → ℝ) → ℂ) :
    (Fin N → Fin 3 → ℝ) → ℂ :=
  fun x => fderiv ℝ f x (Pi.single i (Pi.single c 1))

/-- The operator `∇_k · ∇_l` on twice differentiable `f`; for `k = l` it is the Laplacian of vector
`k`. -/
def gradDot {N : ℕ} (k l : Fin N) (f : (Fin N → Fin 3 → ℝ) → ℂ)
    (x : Fin N → Fin 3 → ℝ) : ℂ :=
  ∑ c, partialD k c (partialD l c f) x

/-- The kinetic operator `-1/2 ∑ i, ∇_i² / m_i` with `ħ = 1`, for nonzero masses and twice
differentiable `f`. -/
def kinetic {N : ℕ} (m : Fin N → ℝ) (f : (Fin N → Fin 3 → ℝ) → ℂ)
    (x : Fin N → Fin 3 → ℝ) : ℂ :=
  (-(1 / 2) : ℝ) • ∑ i, (1 / m i) • gradDot i i f x
```

## The chain rule, once and twice

```lean
/-- Each entry of `G` is the sum over atoms of products of coefficients divided by the mass. -/
theorem gMatrix_apply {N : ℕ} (m : Fin N → ℝ) (B : Matrix (Fin N) (Fin N) ℝ)
    (k l : Fin N) : gMatrix m B k l = ∑ i, B k i * B l i / m i := by
  rw [gMatrix, Matrix.mul_apply]
  refine Finset.sum_congr rfl fun i _ => ?_
  rw [Matrix.mul_diagonal, Matrix.transpose_apply]
  ring
```

For the first derivative, the proof packages `newCoords B` as a linear map, which is its own derivative. The step `he` says that displacing atom $i$ moves each new vector $k$ by $B_{ki}$ in the same direction; linearity of the derivative of $\varphi$ then gives the sum.

```lean
/-- Chain rule: for a differentiable function of the new vectors, the gradient with respect to
atom `i` is the combination of the new gradients with coefficients `B k i`. -/
theorem partialD_comp {N : ℕ} (B : Matrix (Fin N) (Fin N) ℝ)
    {φ : (Fin N → Fin 3 → ℝ) → ℂ} (hφ : Differentiable ℝ φ) (i : Fin N) (c : Fin 3) :
    partialD i c (fun x => φ (newCoords B x)) =
      fun x => ∑ k, B k i • partialD k c φ (newCoords B x) := by
  funext x
  let L : (Fin N → Fin 3 → ℝ) →ₗ[ℝ] (Fin N → Fin 3 → ℝ) :=
    { toFun := newCoords B
      map_add' := fun u v => by
        ext k d
        simp [newCoords, mul_add, Finset.sum_add_distrib]
      map_smul' := fun r u => by
        ext k d
        simp [newCoords, Finset.mul_sum, mul_left_comm] }
  have hL : HasFDerivAt (newCoords B) (LinearMap.toContinuousLinearMap L) x :=
    (LinearMap.toContinuousLinearMap L).hasFDerivAt
  have h := ((hφ (newCoords B x)).hasFDerivAt.comp x hL).fderiv
  -- a displacement of atom i moves every new vector k by B k i
  have he : newCoords B (Pi.single i (Pi.single c 1)) =
      ∑ k, B k i • (Pi.single k (Pi.single c 1) : Fin N → Fin 3 → ℝ) := by
    ext k d
    by_cases hd : d = c <;>
      simp [newCoords, Finset.sum_apply, Pi.single_apply, ite_apply, hd]
  calc partialD i c (fun x => φ (newCoords B x)) x
      = fderiv ℝ φ (newCoords B x) (newCoords B (Pi.single i (Pi.single c 1))) :=
        DFunLike.congr_fun h _
    _ = ∑ k, B k i • partialD k c φ (newCoords B x) := by
        rw [he, map_sum]
        simp only [map_smul, partialD]
```

In the next theorem, `hd` obtains differentiable first partials from the $C^2$ hypothesis, `h2` applies the chain rule a second time, and `swap` brings the sum over atoms inside, where it becomes $G_{kl}$. The matrix $B$ need not be invertible.

```lean
/-- For a twice continuously differentiable wavefunction of the new vectors, the kinetic operator
is `-1/2 ∑ k l, G k l ∇_k · ∇_l`. -/
theorem kinetic_comp {N : ℕ} (m : Fin N → ℝ) (B : Matrix (Fin N) (Fin N) ℝ)
    {φ : (Fin N → Fin 3 → ℝ) → ℂ} (hφ : ContDiff ℝ 2 φ) (x : Fin N → Fin 3 → ℝ) :
    kinetic m (fun y => φ (newCoords B y)) x =
      (-(1 / 2) : ℝ) • ∑ k, ∑ l, gMatrix m B k l • gradDot k l φ (newCoords B x) := by
  have hd : ∀ k c, Differentiable ℝ (partialD k c φ) := fun k c =>
    ((hφ.fderiv_right (m := 1) one_add_one_eq_two.le).clm_apply
      contDiff_const).differentiable (by norm_num)
  -- the chain rule applied twice
  have h2 : ∀ i c, partialD i c (partialD i c (fun y => φ (newCoords B y))) x =
      ∑ k, ∑ l, (B k i * B l i) • partialD k c (partialD l c φ) (newCoords B x) := by
    intro i c
    have hg : ∀ y, HasFDerivAt (fun z => ∑ l, B l i • partialD l c φ z)
        (∑ l, B l i • fderiv ℝ (partialD l c φ) y) y := fun y =>
      HasFDerivAt.fun_sum fun l _ => ((hd l c) y).hasFDerivAt.const_smul (B l i)
    rw [partialD_comp B (hφ.differentiable (by norm_num)) i c]
    have h3 := congrFun (partialD_comp B (fun y => (hg y).differentiableAt) i c) x
    refine h3.trans (Finset.sum_congr rfl fun k _ => ?_)
    rw [partialD, (hg _).fderiv]
    simp only [_root_.sum_apply, _root_.smul_apply,
      Finset.smul_sum, smul_smul, partialD]
  have swap : ∀ f : Fin N → Fin 3 → Fin N → Fin N → ℂ,
      ∑ i, ∑ c, ∑ k, ∑ l, f i c k l = ∑ k, ∑ l, ∑ c, ∑ i, f i c k l := by
    intro f
    calc _ = ∑ i, ∑ k, ∑ c, ∑ l, f i c k l :=
          Finset.sum_congr rfl fun i _ => Finset.sum_comm
      _ = ∑ k, ∑ i, ∑ c, ∑ l, f i c k l := Finset.sum_comm
      _ = ∑ k, ∑ l, ∑ c, ∑ i, f i c k l := Finset.sum_congr rfl fun k _ => by
          calc _ = ∑ i, ∑ l, ∑ c, f i c k l :=
                Finset.sum_congr rfl fun i _ => Finset.sum_comm
            _ = ∑ l, ∑ i, ∑ c, f i c k l := Finset.sum_comm
            _ = _ := Finset.sum_congr rfl fun l _ => Finset.sum_comm
  unfold kinetic gradDot
  congr 1
  simp only [h2, gMatrix_apply, Finset.smul_sum, Finset.sum_smul, smul_smul]
  rw [swap]
  refine Finset.sum_congr rfl fun k _ => Finset.sum_congr rfl fun l _ =>
    Finset.sum_congr rfl fun c _ => Finset.sum_congr rfl fun i _ => ?_
  congr 1
  ring
```

## Rows of the frames

Here "frame" means a coefficient matrix. The Cartesian axes stay fixed in space; no rotating axes are attached to the molecule.

```lean
/-- Coefficients of the mass centre `D` of the end atoms 0 and 2, for `m 0 + m 2 ≠ 0`. -/
def endCentre (m : Fin 3 → ℝ) : Fin 3 → ℝ :=
  ![m 0 / (m 0 + m 2), 0, m 2 / (m 0 + m 2)]

/-- Coefficient rows of two internal vectors `u`, `v` and the total mass centre, for nonzero
total mass. -/
def frame (m u v : Fin 3 → ℝ) : Matrix (Fin 3) (Fin 3) ℝ :=
  Matrix.of ![u, v, ![m 0 / (m 0 + m 1 + m 2), m 1 / (m 0 + m 1 + m 2),
    m 2 / (m 0 + m 1 + m 2)]]

/-- The frame of vectors to the end atoms from the pivot `P = D + a (x_1 - D)`, for nonzero
`m 0 + m 2` and nonzero total mass. -/
def pivotFrame (m : Fin 3 → ℝ) (a : ℝ) : Matrix (Fin 3) (Fin 3) ℝ :=
  frame m (![1, 0, 0] - (endCentre m + a • (![0, 1, 0] - endCentre m)))
    (![0, 0, 1] - (endCentre m + a • (![0, 1, 0] - endCentre m)))

/-- The Radau frame: the pivot frame with `a = √(m 1 / M)`, for positive masses of total `M`. -/
def radauFrame (m : Fin 3 → ℝ) : Matrix (Fin 3) (Fin 3) ℝ :=
  pivotFrame m (√(m 1 / (m 0 + m 1 + m 2)))
```

The function $c(a)$ is `coupling`.

```lean
/-- The kinetic coupling of the two pivot vectors, for nonzero masses with `m 0 + m 2 ≠ 0`. -/
def coupling (m : Fin 3 → ℝ) (a : ℝ) : ℝ :=
  a ^ 2 / m 1 - (1 - a ^ 2) / (m 0 + m 2)
```

## Evaluating G

The hypothesis `hm` says that all three masses are positive. The next three proofs check the nine entries one by one: `simp` expands the sum over atoms, `field_simp` clears the denominators and `ring` compares the polynomials.

```lean
/-- For positive masses, the Jacobi vectors `x_2 - x_0` and `x_1 - D` with the mass centre
give a diagonal `G`. -/
theorem jacobi_gMatrix (m : Fin 3 → ℝ) (hm : ∀ i, 0 < m i) :
    gMatrix m (frame m ![-1, 0, 1] (![0, 1, 0] - endCentre m)) =
      Matrix.diagonal ![1 / m 0 + 1 / m 2, 1 / m 1 + 1 / (m 0 + m 2),
        1 / (m 0 + m 1 + m 2)] := by
  have h0 := hm 0
  have h1 := hm 1
  have h2 := hm 2
  have hs : m 0 + m 2 ≠ 0 := by positivity
  have hM : m 0 + m 1 + m 2 ≠ 0 := by positivity
  ext i j
  fin_cases i <;> fin_cases j <;>
    simp [gMatrix_apply, frame, endCentre, Fin.sum_univ_three] <;> field_simp <;> ring

/-- For positive masses, the valence vectors `x_0 - x_1` and `x_2 - x_1` are coupled by the
inverse mass of the central atom, and both are uncoupled from the mass centre. -/
theorem valence_gMatrix (m : Fin 3 → ℝ) (hm : ∀ i, 0 < m i) :
    gMatrix m (frame m ![1, -1, 0] ![0, -1, 1]) =
      !![1 / m 0 + 1 / m 1, 1 / m 1, 0; 1 / m 1, 1 / m 2 + 1 / m 1, 0;
        0, 0, 1 / (m 0 + m 1 + m 2)] := by
  have h0 := hm 0
  have h1 := hm 1
  have h2 := hm 2
  have hM : m 0 + m 1 + m 2 ≠ 0 := by positivity
  ext i j
  fin_cases i <;> fin_cases j <;>
    simp [gMatrix_apply, frame, Fin.sum_univ_three] <;> field_simp <;> ring

/-- For positive masses, moving the pivot adds one common coupling to all four internal entries
of `diag(1/m 0, 1/m 2, 1/M)`. -/
theorem pivot_gMatrix (m : Fin 3 → ℝ) (hm : ∀ i, 0 < m i) (a : ℝ) :
    gMatrix m (pivotFrame m a) =
      !![1 / m 0 + coupling m a, coupling m a, 0;
        coupling m a, 1 / m 2 + coupling m a, 0; 0, 0, 1 / (m 0 + m 1 + m 2)] := by
  have h0 := hm 0
  have h1 := hm 1
  have h2 := hm 2
  have hs : m 0 + m 2 ≠ 0 := by positivity
  have hM : m 0 + m 1 + m 2 ≠ 0 := by positivity
  ext i j
  fin_cases i <;> fin_cases j <;>
    simp [gMatrix_apply, pivotFrame, frame, endCentre, coupling, Fin.sum_univ_three] <;>
    field_simp <;> ring
```

The criterion for decoupling rests on `key`, the factorised form of $c(a)$. Its prefactor is nonzero, so the bracket must vanish.

```lean
/-- For positive masses, the two pivot vectors are kinetically uncoupled exactly when
`a² = m 1 / M`. -/
theorem pivot_uncoupled_iff (m : Fin 3 → ℝ) (hm : ∀ i, 0 < m i) (a : ℝ) :
    gMatrix m (pivotFrame m a) 0 1 = 0 ↔ a ^ 2 = m 1 / (m 0 + m 1 + m 2) := by
  have h0 := hm 0
  have h1 := hm 1
  have h2 := hm 2
  have hK : (m 0 + m 1 + m 2) / (m 1 * (m 0 + m 2)) ≠ 0 := by positivity
  have key : gMatrix m (pivotFrame m a) 0 1 =
      (m 0 + m 1 + m 2) / (m 1 * (m 0 + m 2)) * (a ^ 2 - m 1 / (m 0 + m 1 + m 2)) := by
    rw [pivot_gMatrix m hm a]
    change a ^ 2 / m 1 - (1 - a ^ 2) / (m 0 + m 2) = _
    field_simp
    ring
  rw [key, mul_eq_zero, or_iff_right hK, sub_eq_zero]
```

For the Radau frame, `Real.sq_sqrt` supplies $a^2=m_1/M$, and the common coupling disappears from all four internal entries.

```lean
/-- For positive masses, the Radau frame gives `G = diag(1/m 0, 1/m 2, 1/M)`. -/
theorem radau_gMatrix (m : Fin 3 → ℝ) (hm : ∀ i, 0 < m i) :
    gMatrix m (radauFrame m) =
      Matrix.diagonal ![1 / m 0, 1 / m 2, 1 / (m 0 + m 1 + m 2)] := by
  have h0 := hm 0
  have h1 := hm 1
  have h2 := hm 2
  have hc := (pivot_uncoupled_iff m hm (√(m 1 / (m 0 + m 1 + m 2)))).mpr
    (Real.sq_sqrt (by positivity))
  rw [pivot_gMatrix m hm] at hc
  change coupling m _ = 0 at hc
  rw [radauFrame, pivot_gMatrix m hm, hc]
  ext i j
  fin_cases i <;> fin_cases j <;> simp
```

The positivity hypothesis cannot simply be weakened to nonzero masses. As a purely algebraic test, with an unphysical negative mass, take $m=(1,-1,1)$, so that $M=1$ and $s=2$. Then $c(a)=-a^2-(1-a^2)/2=-(1+a^2)/2$, which is negative for every real $a$: no pivot $P=D+a(x_1-D)$ decouples the two vectors, and the diagonal form fails.

## The kinetic operator in Radau vectors

Taking determinants of $G=B\,\mathrm{diag}(1/m)\,B^T$ shows that $B$ is invertible: if $\det B$ were zero, so would be $\det G=1/(m_0m_2M)$.

```lean
/-- For positive masses, the Radau frame is an invertible change of coordinates. -/
theorem radau_det_ne_zero (m : Fin 3 → ℝ) (hm : ∀ i, 0 < m i) :
    (radauFrame m).det ≠ 0 := by
  intro hB
  have h0 := hm 0
  have h1 := hm 1
  have h2 := hm 2
  have h := congrArg Matrix.det (radau_gMatrix m hm)
  rw [gMatrix, Matrix.det_mul, Matrix.det_mul, hB, zero_mul, zero_mul,
    Matrix.det_diagonal, Fin.prod_univ_three] at h
  have hp : 0 < 1 / m 0 * (1 / m 2) * (1 / (m 0 + m 1 + m 2)) := by positivity
  exact hp.ne h
```

The last theorem substitutes the diagonal $G$ into the general formula. New vectors 0 and 1 point from the pivot to atoms 0 and 2, which is why `gradDot 1 1` carries the mass `m 2`; new vector 2 is the mass centre.

```lean
/-- For positive masses and a twice continuously differentiable wavefunction of the Radau vectors
and the mass centre, the kinetic operator is a sum of three Laplacians with masses
`m 0`, `m 2` and `M`. -/
theorem radau_kinetic (m : Fin 3 → ℝ) (hm : ∀ i, 0 < m i)
    {φ : (Fin 3 → Fin 3 → ℝ) → ℂ} (hφ : ContDiff ℝ 2 φ) (x : Fin 3 → Fin 3 → ℝ) :
    kinetic m (fun y => φ (newCoords (radauFrame m) y)) x =
      (-(1 / 2) : ℝ) • ((1 / m 0) • gradDot 0 0 φ (newCoords (radauFrame m) x) +
        (1 / m 2) • gradDot 1 1 φ (newCoords (radauFrame m) x) +
        (1 / (m 0 + m 1 + m 2)) • gradDot 2 2 φ (newCoords (radauFrame m) x)) := by
  rw [kinetic_comp m (radauFrame m) hφ x, radau_gMatrix m hm]
  simp [Fin.sum_univ_three, Matrix.diagonal_apply]

end

end ThreeBodyFrames
```

```lean
#print axioms ThreeBodyFrames.jacobi_gMatrix
#print axioms ThreeBodyFrames.valence_gMatrix
#print axioms ThreeBodyFrames.radau_det_ne_zero
#print axioms ThreeBodyFrames.radau_kinetic
```

```
'ThreeBodyFrames.jacobi_gMatrix' depends on axioms: [propext, Classical.choice, Quot.sound]
'ThreeBodyFrames.valence_gMatrix' depends on axioms: [propext, Classical.choice, Quot.sound]
'ThreeBodyFrames.radau_det_ne_zero' depends on axioms: [propext, Classical.choice, Quot.sound]
'ThreeBodyFrames.radau_kinetic' depends on axioms: [propext, Classical.choice, Quot.sound]
```

For rovibrational calculations on a triatomic molecule, this supplies a kinetic operator without mixed derivatives between the two internal vectors, in Cartesian components and before any passage to lengths, angles or rotating axes. The potential plays no part. The $C^2$ hypothesis applies to the whole configuration space, so a wavefunction with a cusp where two particles meet is not covered.
